# In a one-mode thermal Poisson model, the sideband −p carries exp(−pħω/kT) times the weight of the sideband p

Suppose the vibrational sidebands of an optical transition are computed with weights whose ratio across the zero-phonon line does not fit the temperature of the vibration. The spectrum then contradicts its own input: a temperature read from the lines on either side of the zero-phonon line differs from the one put in. For example, creation and annihilation of quanta may be given the same nonzero mean number. The weights are then symmetric about the zero-phonon line, which no finite temperature produces in the model used here.

The transition considered here, at a defect or in a molecule, couples to a single mode of frequency ω at temperature T. Both electronic states have harmonic potentials of this frequency, with displaced minima, and the transition dipole does not depend on the vibrational coordinate. In absorption, the line with p net created quanta lies at E₀ + pħω, where E₀ is the energy of the zero-phonon line. Lines with negative p take energy from the vibration and need thermal excitation. The question is how much weaker the line −p is than the line p.

```lean
import Mathlib

open Real

namespace PhononSidebandBalance

noncomputable section
```

## Bose occupation and two Poisson counts

Let x = ħω/kT be the energy of one quantum in units of kT, where k is the Boltzmann constant. The mean thermal number of quanta in the mode is

n = 1/(exp(x) − 1).

In Lean, x is a single real number, so ħ, ω, k and T do not appear separately.

```lean
/-- Bose occupation of a mode whose quantum has energy `x` in units of `kT`, for `x > 0`. -/
def occupation (x : ℝ) : ℝ := 1 / (exp x - 1)
```

The line shape is built from a number M of created quanta and a number A of annihilated quanta, each with a Poisson distribution. For mean μ, the count k (a natural number here, not the Boltzmann constant) has the weight

exp(−μ) μᵏ/k!.

```lean
/-- Poisson weight of the count `k` when the mean is `μ ≥ 0`. -/
def poissonWeight (μ : ℝ) (k : ℕ) : ℝ := exp (-μ) * (μ ^ k / (k.factorial : ℝ))
```

Let μ be the mean of M and ν the mean of A. Independence makes the weight of the outcome M = m, A = a a product:

P(m, a) = exp(−μ) μᵐ/m! · exp(−ν) νᵃ/a!.

The Lean definition takes the pair as one argument `q`, with `q.1` = m and `q.2` = a. Independence enters through this product; no random variables are constructed.

```lean
/-- Joint weight of a pair (created quanta, annihilated quanta) of independent Poisson counts
with means `μ` and `ν`. -/
def jointWeight (μ ν : ℝ) (q : ℕ × ℕ) : ℝ := poissonWeight μ q.1 * poissonWeight ν q.2
```

The spectrum shows only the difference of the counts. The pairs that contribute to line p satisfy

m − a = p.

The counts are natural numbers and p is an integer, so the definition converts both counts to integers before subtracting.

```lean
/-- The event that the number of created minus annihilated quanta is `p`. -/
def netEvent (p : ℤ) : Set (ℕ × ℕ) := {q | (q.1 : ℤ) - (q.2 : ℤ) = p}
```

The weight of the line is the sum over these pairs:

W(p) = Σ P(m, a) over all m, a with m − a = p.

Lean sums over all pairs and uses an indicator function to set the terms outside the event to zero.

```lean
/-- Weight of the line with net number `p`: the joint weight summed over the event. -/
def netWeight (μ ν : ℝ) (p : ℤ) : ℝ := ∑' q, (netEvent p).indicator (jointWeight μ ν) q
```

For the thermal line shape, the two means are

μ = S(n + 1), ν = S n.

Here S is the Huang-Rhys factor, the mean number of quanta created at zero temperature. The 1 in n + 1 is the spontaneous part of creation, which survives when the mode is cold.

These means are the physical input. They describe two harmonic potentials of equal frequency with displaced minima, a transition dipole that does not depend on the vibrational coordinate, and an initial state in thermal equilibrium. The step from that quantum-mechanical problem to the two Poisson counts is assumed here, not derived.

```lean
/-- Weight of the line with `p` net created quanta, for Huang-Rhys factor `S` and reduced quantum
energy `x > 0`: the means are `S (n + 1)` for creation and `S n` for annihilation. -/
def sidebandWeight (S x : ℝ) (p : ℤ) : ℝ :=
  netWeight (S * (occupation x + 1)) (S * occupation x) p
```

## The ratio of creation to annihilation

The temperature enters the balance through one identity:

n + 1 = 1/(exp(x) − 1) + (exp(x) − 1)/(exp(x) − 1) = exp(x)/(exp(x) − 1) = exp(x) n.

The division is allowed because exp(x) ≥ 1 + x > 1 for x > 0. The proof obtains the nonzero denominator from the same inequality, and `field_simp` and `ring` do the algebra.

```lean
/-- For `x > 0` the creation factor `n + 1` is `exp x` times the annihilation factor `n`. -/
theorem occupation_add_one {x : ℝ} (hx : 0 < x) :
    occupation x + 1 = exp x * occupation x := by
  have h : exp x - 1 ≠ 0 := by
    have := Real.add_one_le_exp x
    linarith
  unfold occupation
  field_simp
  ring
```

## Weights that sum to one

The exponential series normalises each count:

Σₖ exp(−μ) μᵏ/k! = exp(−μ) exp(μ) = 1.

The joint weights factorise, so their sum over all pairs is 1 · 1 = 1. `HasSum (jointWeight μ ν) 1` states that the double series converges, whatever the order of its terms, and that its sum is 1. In the proof, `single` is the normalisation of one count, and `nonneg` supplies the sign condition used to multiply the two series. The means may be zero, in which case the count is zero with certainty.

```lean
/-- For nonnegative means the joint weights of the two counts sum to one. -/
theorem jointWeight_hasSum {μ ν : ℝ} (hμ : 0 ≤ μ) (hν : 0 ≤ ν) :
    HasSum (jointWeight μ ν) 1 := by
  -- each Poisson distribution is normalised by the exponential series
  have single : ∀ r : ℝ, HasSum (poissonWeight r) 1 := by
    intro r
    have h : HasSum (fun k : ℕ => r ^ k / (k.factorial : ℝ)) (exp r) := by
      rw [Real.exp_eq_exp_ℝ, NormedSpace.exp_eq_tsum_div]
      exact (Real.summable_pow_div_factorial r).hasSum
    have h2 := h.mul_left (exp (-r))
    rw [← Real.exp_add, neg_add_cancel, Real.exp_zero] at h2
    exact h2
  have nonneg : ∀ r : ℝ, 0 ≤ r → ∀ k, 0 ≤ poissonWeight r k := by
    intro r hr k
    unfold poissonWeight
    positivity
  have h := (single μ).mul (single ν)
    ((single μ).summable.mul_of_nonneg (single ν).summable (nonneg μ hμ) (nonneg ν hν))
  rw [one_mul] at h
  exact h
```

Each pair (m, a) belongs to exactly one line, the one with p = m − a. Sorting the pairs by this difference gives

Σₚ W(p) = Σₚ Σ_{m−a=p} P(m, a) = Σ_{m,a} P(m, a) = 1.

The W(p) are therefore probabilities over the integers. `Equiv.sigmaFiberEquiv` does the sorting, and `HasSum.sigma`, called as `h'.sigma`, sums first within each line and then over the lines.

```lean
/-- For nonnegative means the weights of all lines sum to one. -/
theorem netWeight_hasSum {μ ν : ℝ} (hμ : 0 ≤ μ) (hν : 0 ≤ ν) :
    HasSum (netWeight μ ν) 1 := by
  have h := jointWeight_hasSum hμ hν
  -- sort the pairs of counts by their difference
  have h' := (Equiv.sigmaFiberEquiv
    (fun q : ℕ × ℕ => (q.1 : ℤ) - (q.2 : ℤ))).hasSum_iff.2 h
  refine h'.sigma (fun p => ?_)
  exact (hasSum_subtype_iff_indicator (s := netEvent p)).2
    (h.summable.indicator (netEvent p)).hasSum
```

If both means are positive, every joint weight is positive, and no line is empty. It is enough to find one contributing pair:

(p, 0) for p ≥ 0, (0, −p) for p < 0.

Lean writes both cases as `(p.toNat, (-p).toNat)`, since `toNat` sends negative integers to zero. The remaining terms of the sum are nonnegative, so W(p) > 0.

```lean
/-- If both means are positive, every line has positive weight. -/
theorem netWeight_pos {μ ν : ℝ} (hμ : 0 < μ) (hν : 0 < ν) (p : ℤ) :
    0 < netWeight μ ν p := by
  have pos : ∀ q, 0 < jointWeight μ ν q := by
    intro q
    unfold jointWeight poissonWeight
    positivity
  have hmem : (p.toNat, (-p).toNat) ∈ netEvent p := by
    change (p.toNat : ℤ) - ((-p).toNat : ℤ) = p
    omega
  refine ((jointWeight_hasSum hμ.le hν.le).summable.indicator (netEvent p)).tsum_pos
    (fun q => Set.indicator_nonneg (fun q _ => (pos q).le) q) (p.toNat, (-p).toNat) ?_
  rw [Set.indicator_of_mem hmem]
  exact pos _
```

## Exchanging created and annihilated quanta

Now let the means have the ratio exp(x), so that μ = exp(x) ν. Then

P(m, a) = exp(−μ − ν) exp(mx) νᵐ⁺ᵃ/(m! a!),
P(a, m) = exp(−μ − ν) exp(ax) νᵐ⁺ᵃ/(m! a!).

The two expressions differ only in one exponential, and since exp(ax) = exp(−(m − a)x) exp(mx),

P(a, m) = exp(−(m − a)x) P(m, a).

The fact `h` in the proof is this relation between exponentials, and `linear_combination` multiplies it by the common factor. Nothing is divided by ν, so the case ν = 0 is included.

```lean
/-- If the means have ratio `exp x`, exchanging the numbers `m` of created and `a` of annihilated
quanta multiplies the joint weight by `exp (-(m - a) x)`. -/
theorem jointWeight_swap (x ν : ℝ) (m a : ℕ) :
    jointWeight (exp x * ν) ν (a, m) =
      exp (-(((m : ℝ) - a) * x)) * jointWeight (exp x * ν) ν (m, a) := by
  have h : exp (-(((m : ℝ) - a) * x)) * exp x ^ m = exp x ^ a := by
    rw [← Real.exp_nat_mul x m, ← Real.exp_nat_mul x a, ← Real.exp_add]
    congr 1
    ring
  simp only [jointWeight, poissonWeight, mul_pow]
  linear_combination (-(exp (-(exp x * ν)) * exp (-ν) * ν ^ a * ν ^ m /
    ((a.factorial : ℝ) * (m.factorial : ℝ)))) * h
```

The exchange (m, a) → (a, m) maps the pairs with difference p one to one onto those with difference −p. Hence

W(−p) = Σ_{m−a=p} P(a, m) = Σ_{m−a=p} exp(−(m − a)x) P(m, a) = exp(−px) W(p).

In the last step m − a equals p in every term, so the exponential comes out of the sum. In Lean, `Equiv.prodComm` performs the exchange and `tsum_congr` reduces the equality of the sums to an equality of terms. The case distinction then separates pairs inside the event, where the previous lemma applies, from pairs outside it, where both sides are zero.

```lean
/-- If the means have ratio `exp x`, the lines `-p` and `p` have weights in the ratio
`exp (-p x)`. -/
theorem netWeight_neg (x ν : ℝ) (p : ℤ) :
    netWeight (exp x * ν) ν (-p) = exp (-((p : ℝ) * x)) * netWeight (exp x * ν) ν p := by
  unfold netWeight
  -- exchange of the two counts maps the event `p` onto the event `-p`
  rw [← tsum_mul_left, ← (Equiv.prodComm ℕ ℕ).tsum_eq
    ((netEvent (-p)).indicator (jointWeight (exp x * ν) ν))]
  refine tsum_congr ?_
  rintro ⟨m, a⟩
  change (netEvent (-p)).indicator (jointWeight (exp x * ν) ν) (a, m) = _
  by_cases h : (m : ℤ) - (a : ℤ) = p
  · have h1 : (m, a) ∈ netEvent p := h
    have h2 : (a, m) ∈ netEvent (-p) := by
      change (a : ℤ) - (m : ℤ) = -p
      omega
    have hp : (p : ℝ) = (m : ℝ) - a := by simp [← h]
    rw [Set.indicator_of_mem h2, Set.indicator_of_mem h1, hp]
    exact jointWeight_swap x ν m a
  · have h1 : (m, a) ∉ netEvent p := h
    have h2 : (a, m) ∉ netEvent (-p) := by
      change ¬ ((a : ℤ) - (m : ℤ) = -p)
      omega
    rw [Set.indicator_of_notMem h2, Set.indicator_of_notMem h1, mul_zero]
```

## Balance at temperature T

For the thermal means, the identity for n gives

μ = S(n + 1) = exp(x) S n = exp(x) ν,

which is the ratio required above. Therefore

W(−p) = exp(−px) W(p) = exp(−pħω/kT) W(p).

The theorem `detailed_balance` states this for every x > 0 and every integer p. It places no condition on S, although the weights are probabilities only for S ≥ 0. At S = 0 all the weight is in the zero-phonon line, and for p ≠ 0 both sides vanish.

The name needs some care. Detailed balance usually relates a process to its reverse, such as absorption to emission. The relation here compares two lines of the same spectrum.

```lean
/-- Detailed balance of the thermal line shape: for `x > 0` and every integer `p`, the weight of
`-p` net created quanta is `exp (-p x)` times the weight of `p`. -/
theorem detailed_balance (S : ℝ) {x : ℝ} (hx : 0 < x) (p : ℤ) :
    sidebandWeight S x (-p) = exp (-((p : ℝ) * x)) * sidebandWeight S x p := by
  have h : S * (occupation x + 1) = exp x * (S * occupation x) := by
    rw [occupation_add_one hx]
    ring
  unfold sidebandWeight
  rw [h]
  exact netWeight_neg x _ p
```

In a calculation for a colour centre or a dye with one dominant mode, this step appears as follows. The relaxation energy λ of the final electronic state and the frequency ω give S = λ/ħω, and the temperature gives x and n. For p ≥ 0, the weight is the single sum

W(p) = exp(−S(2n + 1)) Σₐ (S(n + 1))ᵖ⁺ᵃ (S n)ᵃ/((p + a)! a!), a = 0, 1, 2, …

The lines on the other side follow by multiplication with exp(−px), without a second sum. Take ħω = 50 meV, kT = 25 meV and S = 1. Then x = 2 and n ≈ 0.157, so the means are about 1.157 and 0.157. The sum gives W(1) ≈ 0.340, and the factor exp(−2) ≈ 0.135 gives W(−1) ≈ 0.046. For the second pair of lines the factor is exp(−4) ≈ 0.018. Each line is then placed at E₀ + pħω and broadened.

## What a single pair of lines determines

The argument also runs backwards. Let μ and ν be any positive means, and suppose that balance with a given real x holds for one p ≠ 0. Define y = log(μ/ν), so that μ = exp(y) ν. The exchange argument gives

W(−p) = exp(−py) W(p),

while the assumption gives

W(−p) = exp(−px) W(p).

Since W(p) > 0, the two exponentials are equal. Hence px = py, and since p ≠ 0, x = y, which means μ = exp(x) ν. One pair of opposite lines therefore fixes the ratio of the means, and with it the balance of all other pairs. At p = 0 the relation reads W(0) = W(0) and says nothing about the means.

In the proof, `h2` is the balance relation with y, `h3` is the result of cancelling W(p), and `h5` is x = y. The reverse direction is the exchange argument itself.

```lean
/-- For positive means, balance with factor `exp (-p x)` at a single `p ≠ 0` holds exactly when
the mean number of created quanta is `exp x` times that of annihilated quanta. -/
theorem balance_iff {μ ν : ℝ} (hμ : 0 < μ) (hν : 0 < ν) (x : ℝ) {p : ℤ} (hp : p ≠ 0) :
    netWeight μ ν (-p) = exp (-((p : ℝ) * x)) * netWeight μ ν p ↔ μ = exp x * ν := by
  constructor
  · intro h
    -- the actual ratio of the means defines an effective `x`, which must agree with the given one
    have hy : exp (log (μ / ν)) * ν = μ := by
      rw [Real.exp_log (div_pos hμ hν), div_mul_cancel₀ _ hν.ne']
    have h2 := netWeight_neg (log (μ / ν)) ν p
    rw [hy] at h2
    have h3 := mul_right_cancel₀ (netWeight_pos hμ hν p).ne' (h.symm.trans h2)
    have h4 := neg_injective (Real.exp_injective h3)
    have hp' : (p : ℝ) ≠ 0 := Int.cast_ne_zero.2 hp
    have h5 : x = log (μ / ν) := mul_left_cancel₀ hp' h4
    rw [h5]
    exact hy.symm
  · rintro rfl
    exact netWeight_neg x ν p
```

For the thermal line shape with S > 0, both means are positive, and the balance relation can be solved for x:

W(p)/W(−p) = exp(px),
x = log(W(p)/W(−p))/p.

With x = ħω/kT this becomes a thermometer:

T = pħω/(k log(W(p)/W(−p))).

The condition S > 0 ensures that the lines beside the zero-phonon line exist. In the example above, log(0.340/0.046) ≈ 2.0 recovers x. The formula takes the weights W, not raw intensities: an absorption coefficient also contains a factor of the photon energy, which has to be divided out of each line first.

The proof first shows that the means and W(p) are positive, then rewrites the ratio as exp(px) with `detailed_balance`, and finally takes the logarithm and divides by p.

```lean
/-- For `S > 0` and `x > 0`, the weights of any pair of lines `p` and `-p` with `p ≠ 0` determine
the quantum energy in units of `kT`. -/
theorem sideband_thermometer {S x : ℝ} (hS : 0 < S) (hx : 0 < x) {p : ℤ} (hp : p ≠ 0) :
    x = log (sidebandWeight S x p / sidebandWeight S x (-p)) / p := by
  have hn : 0 < occupation x := by
    have := Real.add_one_le_exp x
    exact one_div_pos.2 (by linarith)
  have hW : 0 < sidebandWeight S x p :=
    netWeight_pos (mul_pos hS (by linarith)) (mul_pos hS hn) p
  have hp' : (p : ℝ) ≠ 0 := Int.cast_ne_zero.2 hp
  have h : sidebandWeight S x p / sidebandWeight S x (-p) = exp ((p : ℝ) * x) := by
    rw [detailed_balance S hx p, div_eq_iff (mul_pos (Real.exp_pos _) hW).ne',
      ← mul_assoc, ← Real.exp_add, add_neg_cancel, Real.exp_zero, one_mul]
  rw [h, Real.log_exp, mul_div_cancel_left₀ _ hp']

end

end PhononSidebandBalance
```

```lean
#print axioms PhononSidebandBalance.netWeight_hasSum
#print axioms PhononSidebandBalance.balance_iff
#print axioms PhononSidebandBalance.sideband_thermometer
```

```
'PhononSidebandBalance.netWeight_hasSum' depends on axioms: [propext, Classical.choice, Quot.sound]
'PhononSidebandBalance.balance_iff' depends on axioms: [propext, Classical.choice, Quot.sound]
'PhononSidebandBalance.sideband_thermometer' depends on axioms: [propext, Classical.choice, Quot.sound]
```
